# Extrapolating to zero step size through \(m+1\) nodes: the exact error for a polynomial of degree at most \(m+1\)

An energy is computed on a grid, or with a finite time step, and the value wanted is the one at zero step, where no run is possible. The calculation is therefore repeated at several steps, a polynomial is drawn through the results, and its value at zero is taken as the answer. With \(m+1\) runs the polynomial has degree at most \(m\). If the true dependence on the step contains one more power, the fit still passes through every data point, so its residuals show nothing wrong. How far off is the value at zero?

Let the steps be \(x_0,\dots,x_m\), called nodes, and the computed values \(y_0,\dots,y_m\). In the problems below, from (b) on, the data come from a real polynomial \(P\) of degree at most \(m+1\), so that \(y_i=P(x_i)\) and \(P(0)\) is the wanted value. Its coefficient of order \(m+1\) is called \(c\); physically, it is the strength of the first discretisation error that the fit cannot represent. If the error expansion has only even powers of the step, each \(x_i\) is the square of a step.

The answers apply to time-step or grid extrapolation of energies in simulation when the data are free of noise and exactly polynomial in the node variable, with no powers above \(m+1\). Statistical errors, rounding and higher orders are not included.

```lean
import Mathlib

open Polynomial

namespace PolynomialExtrapolation

noncomputable section
```

In Lean the nodes and the data are functions on `Fin (m + 1)`, whose elements are the indices \(0,\dots,m\). The number `extrapolate x y` is the value at zero of Mathlib's Lagrange interpolant. The nodes are real numbers of either sign, and \(m=0\), a single run, is allowed.

```lean
/-- The value at zero of Mathlib's Lagrange interpolant for the data `y` at the `m + 1` nodes `x`.
If the nodes are distinct, this polynomial passes through the data. -/
def extrapolate {m : ℕ} (x y : Fin (m + 1) → ℝ) : ℝ :=
  (Lagrange.interpolate Finset.univ x y).eval 0
```

## (a) The extrapolated value as a weighted sum

**Problem.** Show that the extrapolated value is linear in the data, with weights that depend only on the nodes:

\[
\sum_{j=0}^{m} y_j\prod_{i\ne j}\frac{x_i}{x_i-x_j}.
\]

**Solution.** For distinct nodes, define

\[
L_j(X)=\prod_{i\ne j}\frac{X-x_i}{x_j-x_i}.
\]

This polynomial has degree \(m\), equals 1 at \(x_j\) and vanishes at every other node. Hence \(\sum_j y_jL_j(X)\) has degree at most \(m\) and takes the value \(y_j\) at \(x_j\). It is the only such polynomial, because the difference of two of them would have degree at most \(m\) and \(m+1\) distinct zeros. At \(X=0\) each factor becomes

\[
\frac{-x_i}{x_j-x_i}=\frac{x_i}{x_i-x_j},
\]

which gives the stated sum. For two runs with steps \(h\) and \(h/2\) the weights are \(-1\) and \(2\), so the extrapolated value is \(2y_1-y_0\). For one run the product is empty and the value is \(y_0\).

The Lean proof expands the interpolant into its basis polynomials, compares the sums term by term and the products factor by factor, and reverses the sign of each denominator as above. The theorem has no hypothesis of distinct nodes, since Lean sets division by zero to zero; the reading as an interpolation needs distinct nodes.

```lean
/-- The extrapolated value is a weighted sum of the data, with weights that depend
only on the nodes. -/
theorem extrapolate_eq_weighted_sum {m : ℕ} (x y : Fin (m + 1) → ℝ) :
    extrapolate x y =
      ∑ j, y j * ∏ i ∈ Finset.univ.erase j, x i / (x i - x j) := by
  unfold extrapolate
  rw [Lagrange.interpolate_apply, Polynomial.eval_finsetSum]
  refine Finset.sum_congr rfl fun j _ => ?_
  rw [eval_mul, eval_C, Lagrange.basis, eval_prod]
  congr 1
  refine Finset.prod_congr rfl fun i _ => ?_
  -- each factor of the Lagrange basis polynomial, taken at zero
  rw [Lagrange.basisDivisor, eval_mul, eval_C, eval_sub, eval_X, eval_C,
    div_eq_mul_inv, ← neg_sub (x j) (x i), inv_neg]
  ring
```

## (b) The error as a polynomial

**Problem.** Let the nodes be distinct, and let \(Q\) be a polynomial of degree at most \(m\) that agrees with \(P\) at all of them. Show that

\[
P(X)-Q(X)=c\prod_{i=0}^{m}(X-x_i).
\]

**Solution.** Write \(\omega(X)=\prod_i(X-x_i)\). This polynomial has degree \(m+1\) and leading coefficient 1. Consider the remainder

\[
R=P-Q-c\,\omega .
\]

Its coefficient of order \(m+1\) is \(c-0-c=0\), and all higher coefficients vanish because none of the three terms has any. So \(R\) has degree at most \(m\), or is zero. At each node

\[
R(x_i)=P(x_i)-Q(x_i)-c\,\omega(x_i)=0 .
\]

A nonzero polynomial of degree at most \(m\) has at most \(m\) distinct zeros, and \(R\) has \(m+1\). Therefore \(R=0\).

In the Lean statement `Function.Injective x` says that the nodes are distinct, `P.coeff (m + 1)` is \(c\), and the bounds on `natDegree` are the two degree conditions. The conclusion is an equality of polynomials, not only of values at one point.

Mathlib's name for \(\omega\) is `Lagrange.nodal`. The steps `hdeg` and `htop` record its degree and its top coefficient. The lemma about too many zeros then leaves three tasks: the nodes are distinct, the remainder has low degree, and it vanishes at the nodes. The second is done coefficient by coefficient, with order \(m+1\), where \(c\) cancels, treated separately from the higher orders.

```lean
/-- If `Q` of degree at most `m` agrees with `P` of degree at most `m + 1` at `m + 1` distinct nodes
`x i`, then `P - Q` is the coefficient of order `m + 1` of `P` times the product of the factors `X -
x i`. -/
theorem interpolation_error {m : ℕ} {x : Fin (m + 1) → ℝ} (hx : Function.Injective x)
    {P Q : ℝ[X]} (hP : P.natDegree ≤ m + 1) (hQ : Q.natDegree ≤ m)
    (hPQ : ∀ i, Q.eval (x i) = P.eval (x i)) :
    P - Q = C (P.coeff (m + 1)) * ∏ i, (X - C (x i)) := by
  rw [← Lagrange.nodal_eq Finset.univ x]
  have hdeg : (Lagrange.nodal Finset.univ x).natDegree = m + 1 := by
    rw [Lagrange.natDegree_nodal, Finset.card_univ, Fintype.card_fin]
  have htop : (Lagrange.nodal Finset.univ x).coeff (m + 1) = 1 := by
    have h : (Lagrange.nodal Finset.univ x).leadingCoeff = 1 := Lagrange.nodal_monic
    rwa [leadingCoeff, hdeg] at h
  apply sub_eq_zero.mp
  -- the remainder has too many zeros for its degree
  apply Polynomial.eq_zero_of_degree_lt_of_eval_index_eq_zero (s := Finset.univ) (v := x)
  · exact hx.injOn
  · rw [Finset.card_univ, Fintype.card_fin, degree_lt_iff_coeff_zero]
    intro k hk
    have hQk : Q.coeff k = 0 := coeff_eq_zero_of_natDegree_lt (by omega)
    rw [coeff_sub, coeff_sub, coeff_C_mul, hQk]
    rcases Nat.eq_or_lt_of_le hk with h | h
    · rw [← h, htop]
      ring
    · rw [coeff_eq_zero_of_natDegree_lt (p := P) (by omega),
        coeff_eq_zero_of_natDegree_lt (p := Lagrange.nodal Finset.univ x) (by omega)]
      ring
  · intro i hi
    rw [eval_sub, eval_sub, eval_mul, Lagrange.eval_nodal_at_node hi, hPQ i]
    ring
```

## (c) The error at zero

**Problem.** Show that extrapolating \(P\) to zero through \(m+1\) distinct nodes gives

\[
P(0)+(-1)^m\,c\prod_{i=0}^{m}x_i .
\]

**Solution.** Take \(Q\) in part (b) to be the interpolant and set \(X=0\):

\[
P(0)-Q(0)=c\prod_{i=0}^{m}(-x_i)=(-1)^{m+1}c\prod_{i=0}^{m}x_i .
\]

Solving for \(Q(0)\) changes the sign once more and gives the result.

Two runs provide a direct test. Let \(P(X)=E+aX+cX^2\), with nodes \(h\) and \(h/2\). The weights from part (a) give

\[
2P(h/2)-P(h)=E+\tfrac12ch^2-ch^2=E-\tfrac12ch^2,
\]

and the formula gives the same error, \(-c\cdot h\cdot h/2\). The linear term has gone, and the quadratic term survives with its sign reversed. For positive steps and \(c\neq0\), the sign of the error is that of \((-1)^mc\).

The hypothesis `hP` bounds the degree by \(m+1\) without requiring equality. If the degree is at most \(m\), then \(c=0\) and the extrapolation is exact.

In the proof, `hQ` supplies the degree bound for the interpolant and `herr` applies part (b). Evaluation at zero gives `h0`, and `hprod` collects the \(m+1\) minus signs. The last line solves the resulting linear equation for the extrapolated value.

```lean
/-- Extrapolating a polynomial of degree at most `m + 1` to zero through `m + 1` distinct
nodes gives its value at zero plus `(-1)^m` times its coefficient of order `m + 1` times
the product of the nodes. -/
theorem extrapolate_polynomial {m : ℕ} {x : Fin (m + 1) → ℝ} (hx : Function.Injective x)
    {P : ℝ[X]} (hP : P.natDegree ≤ m + 1) :
    extrapolate x (fun i => P.eval (x i)) =
      P.eval 0 + (-1) ^ m * P.coeff (m + 1) * ∏ i, x i := by
  have hQ : (Lagrange.interpolate Finset.univ x (fun i => P.eval (x i))).natDegree ≤ m := by
    have h := Lagrange.degree_interpolate_lt (s := Finset.univ) (v := x)
      (fun i => P.eval (x i)) hx.injOn
    rw [Finset.card_univ, Fintype.card_fin, degree_lt_iff_coeff_zero] at h
    exact natDegree_le_iff_coeff_eq_zero.mpr fun N hN => h N hN
  have herr := interpolation_error hx hP hQ fun i =>
    Lagrange.eval_interpolate_at_node (fun i => P.eval (x i)) hx.injOn (Finset.mem_univ i)
  -- evaluate the error polynomial at zero
  have h0 := congrArg (Polynomial.eval 0) herr
  rw [eval_sub, eval_mul, eval_C, eval_prod] at h0
  have hprod : ∏ i, (X - C (x i)).eval 0 = (-1) ^ (m + 1) * ∏ i, x i := by
    calc ∏ i, (X - C (x i)).eval 0 = ∏ i, ((-1) * x i) :=
          Finset.prod_congr rfl fun i _ => by
            rw [eval_sub, eval_X, eval_C]
            ring
      _ = (-1) ^ (m + 1) * ∏ i, x i := by
          rw [Finset.prod_mul_distrib, Finset.prod_const, Finset.card_univ, Fintype.card_fin]
  rw [hprod] at h0
  unfold extrapolate
  rw [pow_succ] at h0
  linear_combination -h0
```

## (d) When the extrapolation is exact

**Problem.** Let \(P\) have degree exactly \(m+1\), let the nodes be distinct, and let \(Q\) be the interpolant. Show that

\[
Q(0)=P(0)\quad\Longleftrightarrow\quad x_i=0\ \text{ for some } i .
\]

**Solution.** By part (c) the two values agree exactly when \((-1)^mc\prod_ix_i=0\). Since the degree is \(m+1\), \(c\) is the leading coefficient and is not zero. The product of the nodes must then vanish, which happens exactly when one of its factors does.

A node at zero would be a run at zero step, the very calculation that is unavailable. For such a \(P\), no choice of nonzero steps makes the error vanish; it can only be made small.

The Lean hypothesis is now an equality, `P.natDegree = m + 1`. From it `hc` derives \(c\ne0\), after ruling out the zero polynomial, whose `natDegree` is 0. The remaining rewriting inserts part (c), cancels \(P(0)\), removes the nonzero factor `hs` and reads off when a finite product is zero.

```lean
/-- For a polynomial of degree exactly `m + 1`, extrapolation through `m + 1` distinct nodes
returns the value at zero if and only if zero is one of the nodes. -/
theorem extrapolate_exact_iff {m : ℕ} {x : Fin (m + 1) → ℝ} (hx : Function.Injective x)
    {P : ℝ[X]} (hP : P.natDegree = m + 1) :
    extrapolate x (fun i => P.eval (x i)) = P.eval 0 ↔ ∃ i, x i = 0 := by
  have hc : P.coeff (m + 1) ≠ 0 := by
    rw [← hP]
    apply leadingCoeff_ne_zero.mpr
    rintro rfl
    simp at hP
  have hs : (-1 : ℝ) ^ m * P.coeff (m + 1) ≠ 0 :=
    mul_ne_zero (pow_ne_zero m (by norm_num)) hc
  rw [extrapolate_polynomial hx hP.le, add_eq_left, mul_eq_zero, or_iff_right hs,
    Finset.prod_eq_zero_iff]
  simp only [Finset.mem_univ, true_and]
```

## (e) Removing the error with a second set of nodes

**Problem.** Extrapolate the same \(P\) through a second set of \(m+1\) distinct nodes \(z_0,\dots,z_m\). Write \(A=\prod_ix_i\) and \(B=\prod_iz_i\), with \(A\neq B\), and let \(E_x\) and \(E_z\) be the two extrapolated values. Show that

\[
P(0)=\frac{A\,E_z-B\,E_x}{A-B}.
\]

**Solution.** By part (c),

\[
E_x=P(0)+(-1)^mcA,\qquad E_z=P(0)+(-1)^mcB .
\]

Multiply the second equation by \(A\) and the first by \(B\), then subtract. The terms with \(c\) are both \((-1)^mcAB\) and cancel:

\[
A\,E_z-B\,E_x=(A-B)\,P(0).
\]

Division by \(A-B\) completes the derivation. The coefficient \(c\) need not be known.

The condition \(A\ne B\) means that the two extrapolations respond differently to the unknown term. With equal products they would carry the same error, and comparing them would reveal nothing about it. For \(m=0\) the formula is the straight line through two points, taken at zero.

The two sets may overlap. If one node is exchanged for a new one and the nodes kept are all nonzero, the products differ, so a single additional run is enough.

In Lean, `hx` and `hz` state distinctness within each set, and `hxz` is the condition \(A\neq B\). The proof inserts part (c) twice, clears the nonzero denominator and leaves the cancellation to `ring`.

```lean
/-- Two extrapolations of the same polynomial of degree at most `m + 1`, through two sets of `m + 1`
distinct nodes with different products, combine to give its exact value at zero. -/
theorem combine_two_extrapolations {m : ℕ} {x z : Fin (m + 1) → ℝ}
    (hx : Function.Injective x) (hz : Function.Injective z)
    (hxz : ∏ i, x i ≠ ∏ i, z i) {P : ℝ[X]} (hP : P.natDegree ≤ m + 1) :
    P.eval 0 =
      ((∏ i, x i) * extrapolate z (fun i => P.eval (z i)) -
        (∏ i, z i) * extrapolate x (fun i => P.eval (x i))) /
      (∏ i, x i - ∏ i, z i) := by
  rw [extrapolate_polynomial hx hP, extrapolate_polynomial hz hP,
    eq_div_iff (sub_ne_zero.mpr hxz)]
  ring
```

## (f) Steps refined by a constant factor

**Problem.** Let the steps be \(x_j=hr^j\) for \(j=0,\dots,m\), with \(h\ne0\) and \(0<r<1\). Show that the extrapolated value minus \(P(0)\) is

\[
(-1)^m\,c\,h^{m+1}\,r^{m(m+1)/2}.
\]

**Solution.** The powers \(r^j\) decrease strictly with \(j\), and \(h\neq0\), so the nodes are distinct and part (c) applies. Their product is

\[
\prod_{j=0}^{m}hr^j=h^{m+1}r^{0+1+\cdots+m}=h^{m+1}r^{m(m+1)/2}.
\]

With three runs and the step halved each time, \(m=2\) and \(r=\tfrac12\), and the error is \(ch^3/8\).

Here the node variable is the step itself, \(h\) is the coarsest step and \(r\) the refinement ratio. If the nodes are squares of steps, \(h\) and \(r\) are the squares of these two quantities, and halving the step means \(r=\tfrac14\). The Lean theorem requires only \(h\ne0\), so the physical case \(h>0\) is included. The exponent `m * (m + 1) / 2` is a division of natural numbers and loses nothing, because \(m(m+1)\) is even.

The proof follows the same order: `hinj` shows that the nodes are distinct, `hsum` adds the exponents, `hprod` evaluates the product, and part (c) finishes the calculation.

```lean
/-- For nodes `h, h r, ..., h r^m` with `h ≠ 0` and `0 < r < 1`, the extrapolation error of a
polynomial of degree at most `m + 1` is `(-1)^m c h^(m+1) r^(m(m+1)/2)`, where `c` is its
coefficient of order `m + 1`. -/
theorem extrapolate_geometric_steps {m : ℕ} {h r : ℝ} (hh : h ≠ 0) (hr : 0 < r) (hr1 : r < 1)
    {P : ℝ[X]} (hP : P.natDegree ≤ m + 1) :
    extrapolate (fun j : Fin (m + 1) => h * r ^ (j : ℕ))
        (fun j => P.eval (h * r ^ (j : ℕ))) - P.eval 0 =
      (-1) ^ m * P.coeff (m + 1) * (h ^ (m + 1) * r ^ (m * (m + 1) / 2)) := by
  have hinj : Function.Injective (fun j : Fin (m + 1) => h * r ^ (j : ℕ)) := by
    intro i j hij
    exact Fin.ext (pow_right_injective₀ hr hr1.ne (mul_left_cancel₀ hh hij))
  -- the exponents of the refinement ratio add up to a triangular number
  have hsum : ∑ j : Fin (m + 1), (j : ℕ) = m * (m + 1) / 2 := by
    have h2 : ∑ j ∈ Finset.range (m + 1), j = m * (m + 1) / 2 := by
      rw [Finset.sum_range_id, Nat.add_sub_cancel, Nat.mul_comm]
    exact (Fin.sum_univ_eq_sum_range (fun i => i) (m + 1)).trans h2
  have hprod : ∏ j : Fin (m + 1), h * r ^ (j : ℕ) =
      h ^ (m + 1) * r ^ (m * (m + 1) / 2) := by
    rw [Finset.prod_mul_distrib, Finset.prod_const, Finset.card_univ, Fintype.card_fin,
      Finset.prod_pow_eq_pow_sum, hsum]
  have hmain := extrapolate_polynomial hinj hP
  rw [hprod] at hmain
  linear_combination hmain

end

end PolynomialExtrapolation
```

```lean
#print axioms PolynomialExtrapolation.extrapolate_eq_weighted_sum
#print axioms PolynomialExtrapolation.extrapolate_exact_iff
#print axioms PolynomialExtrapolation.combine_two_extrapolations
#print axioms PolynomialExtrapolation.extrapolate_geometric_steps
```

```
'PolynomialExtrapolation.extrapolate_eq_weighted_sum' depends on axioms: [propext, Classical.choice, Quot.sound]
'PolynomialExtrapolation.extrapolate_exact_iff' depends on axioms: [propext, Classical.choice, Quot.sound]
'PolynomialExtrapolation.combine_two_extrapolations' depends on axioms: [propext, Classical.choice, Quot.sound]
'PolynomialExtrapolation.extrapolate_geometric_steps' depends on axioms: [propext, Classical.choice, Quot.sound]
```
